# Bounding the shift of the lowest finite-element Rayleigh quotient when a convex potential is interpolated linearly

A finite-element trial function can be stored as a list of nodal values or treated as a function on the line. Here it is a function: a finite linear combination of $1$, $t$ and $|t-y|$, with any real $y$ allowed. Every hat function is of this kind, and the kinks need not sit at the nodes where the potential is sampled.

```lean
import Mathlib

open Set MeasureTheory

namespace InterpolatedPotential

noncomputable section
```

The potential $V$ is sampled at nodes $x_0<\dots<x_N$, and $P$ denotes its piecewise-linear interpolant. `IsInterpolant` says that $P$ is the chord of $V$ on each of the $N$ elements, with the equation multiplied through by the element length.

```lean
/-- On each of the `N` elements between the nodes `x 0 < ... < x N`, the function `P` is the
chord of `V` (written without division). -/
def IsInterpolant (x : ℕ → ℝ) (N : ℕ) (V P : ℝ → ℝ) : Prop :=
  ∀ i < N, ∀ t ∈ Icc (x i) (x (i + 1)),
    (x (i + 1) - x i) * P t = (x (i + 1) - t) * V (x i) + (t - x i) * V (x (i + 1))
```

The trial functions form the span `piecewiseLinear`.

```lean
/-- The continuous piecewise-linear functions with finitely many kinks: the span of `1`, `t` and
the functions `|t - y|`. -/
def piecewiseLinear : Submodule ℝ (ℝ → ℝ) :=
  Submodule.span ℝ ({(fun _ => 1), (fun t => t)} ∪ range fun (y t : ℝ) => |t - y|)
```

Write $a=x_0$ and $b=x_N$. In units with $\hbar=m=1$, the mean energy of a particle on $[a,b]$ in the potential $V$ with the real, unnormalised trial function $v$ is

$$R_V[v]=\frac{\int_a^b\left(v'^2/2+Vv^2\right)dt}{\int_a^b v^2\,dt}.$$

Lean's `deriv` returns $0$ at a kink, which leaves the integral unchanged because there are finitely many kinks.

```lean
/-- The Rayleigh quotient of `∫ (v'² / 2 + V v²)` over `∫ v²`, for `∫ v² ≠ 0`. -/
def rayleigh (a b : ℝ) (V v : ℝ → ℝ) : ℝ :=
  (∫ t in a..b, ((deriv v t) ^ 2 / 2 + V t * v t ^ 2)) / ∫ t in a..b, v t ^ 2
```

For a set $S$ of trial functions, $E_V(S)$ is the infimum of $R_V[v]$ over those $v\in S$ that do not vanish identically on $[a,b]$.

```lean
/-- The lowest Rayleigh quotient: the infimum over the functions in `S` that do not vanish
identically on `[a, b]`. -/
def lowest (a b : ℝ) (V : ℝ → ℝ) (S : Set (ℝ → ℝ)) : ℝ :=
  sInf (rayleigh a b V '' {v | v ∈ S ∧ ∃ t ∈ Icc a b, v t ≠ 0})
```

## (a) A convex function and its chord

**Task.** Let $f$ be convex on $[p,q]$ with $p<q$, and let $t\in[p,q]$. Show that

$$(q-p)f(t)\le(q-t)f(p)+(t-p)f(q).$$

**Solution.** The weights $\alpha=(q-t)/(q-p)$ and $\beta=(t-p)/(q-p)$ are nonnegative and add to $1$, and $\alpha p+\beta q=t$. Convexity gives $f(t)\le\alpha f(p)+\beta f(q)$. Multiply by $q-p$.

In the code `hc` is the convexity inequality and `e` is the identity $\alpha p+\beta q=t$.

```lean
/-- A convex function lies below its chords. -/
theorem chord {f : ℝ → ℝ} {p q t : ℝ} (hf : ConvexOn ℝ (Icc p q) f) (hpq : p < q)
    (ht : t ∈ Icc p q) : (q - p) * f t ≤ (q - t) * f p + (t - p) * f q := by
  have hpos : 0 < q - p := sub_pos.2 hpq
  have hne := hpos.ne'
  have hc := hf.2 (left_mem_Icc.2 hpq.le) (right_mem_Icc.2 hpq.le)
    (div_nonneg (sub_nonneg.2 ht.2) hpos.le) (div_nonneg (sub_nonneg.2 ht.1) hpos.le)
    (by rw [← add_div, div_eq_iff hne]; ring)
  have e : (q - t) / (q - p) * p + (t - p) / (q - p) * q = t := by
    rw [div_mul_eq_mul_div, div_mul_eq_mul_div, ← add_div, div_eq_iff hne]; ring
  simp only [smul_eq_mul] at hc
  rw [e] at hc
  have hA : (q - t) / (q - p) * (q - p) = q - t := div_mul_cancel₀ _ hne
  have hB : (t - p) / (q - p) * (q - p) = t - p := div_mul_cancel₀ _ hne
  refine (mul_le_mul_of_nonneg_left hc hpos.le).trans_eq ?_
  linear_combination f p * hA + f q * hB
```

## (b) The interpolation error on one element

**Task.** Let $0\le V''\le M$ on $[p,q]$, and let $z$ be the value of the chord of $V$ at $t$. The constant $M$ bounds the curvature of the potential, that is, the local force constant. Show that

$$0\le z-V(t)\le\frac{M(q-p)^2}{8}.$$

**Solution.** $V$ is convex, so (a) gives $V(t)\le z$. The function $Mt^2/2-V$ has second derivative $M-V''\ge0$, so it is convex too, and (a) gives

$$(q-p)\left(\tfrac M2t^2-V(t)\right)\le\tfrac M2\left[(q-t)p^2+(t-p)q^2\right]-(q-p)z.$$

Since $(q-t)p^2+(t-p)q^2-(q-p)t^2=(q-p)(t-p)(q-t)$, division by $q-p$ leaves

$$z-V(t)\le\tfrac M2(t-p)(q-t).$$

Finally, $4(t-p)(q-t)=(q-p)^2-(t-p-(q-t))^2\le(q-p)^2$, and $M\ge0$.

The two uses of (a) are `e1` and `e2`, and the last estimate is `k`. The derivatives are taken within the element, hence one-sided at its ends, and $V''$ need not be continuous.

```lean
/-- If `0 ≤ V'' ≤ M` on an element `[p, q]`, the value `z` of the chord at `t` exceeds `V t` by
between `0` and `M (q - p)² / 8`. -/
theorem element_error {p q t z M : ℝ} {V V' V'' : ℝ → ℝ} (hpq : p < q) (ht : t ∈ Icc p q)
    (h1 : ∀ s ∈ Icc p q, HasDerivWithinAt V (V' s) (Icc p q) s)
    (h2 : ∀ s ∈ Icc p q, HasDerivWithinAt V' (V'' s) (Icc p q) s)
    (hM : ∀ s ∈ Icc p q, 0 ≤ V'' s ∧ V'' s ≤ M)
    (hz : (q - p) * z = (q - t) * V p + (t - p) * V q) :
    0 ≤ z - V t ∧ z - V t ≤ M * (q - p) ^ 2 / 8 := by
  have convex : ∀ f f' f'' : ℝ → ℝ, (∀ s ∈ Icc p q, HasDerivWithinAt f (f' s) (Icc p q) s) →
      (∀ s ∈ Icc p q, HasDerivWithinAt f' (f'' s) (Icc p q) s) →
      (∀ s ∈ Icc p q, 0 ≤ f'' s) → ConvexOn ℝ (Icc p q) f := fun f f' f'' g1 g2 g3 =>
    convexOn_of_hasDerivWithinAt2_nonneg (convex_Icc p q)
      (fun s hs => (g1 s hs).continuousWithinAt)
      (fun s hs => (g1 s (interior_subset hs)).mono interior_subset)
      (fun s hs => (g2 s (interior_subset hs)).mono interior_subset)
      (fun s hs => g3 s (interior_subset hs))
  -- both `V` and `M t² / 2 - V` are convex
  have e1 := chord (convex V V' V'' h1 h2 fun s hs => (hM s hs).1) hpq ht
  have e2 := chord (convex (fun r => M / 2 * (r * r) - V r) (fun r => M * r - V' r)
    (fun r => M - V'' r)
    (fun s hs => (((((hasDerivAt_id' s).fun_mul (hasDerivAt_id' s)).const_mul
      (M / 2)).hasDerivWithinAt).sub (h1 s hs)).congr_deriv (by ring))
    (fun s hs => ((((hasDerivAt_id' s).const_mul M).hasDerivWithinAt).sub
      (h2 s hs)).congr_deriv (by ring))
    (fun s hs => sub_nonneg.2 (hM s hs).2)) hpq ht
  have hpos : 0 < q - p := sub_pos.2 hpq
  have lower : V t ≤ z := le_of_mul_le_mul_left (e1.trans_eq hz.symm) hpos
  have upper : z - M / 2 * ((t - p) * (q - t)) ≤ V t :=
    le_of_mul_le_mul_left (by linarith) hpos
  have k : (t - p) * (q - t) ≤ (q - p) ^ 2 / 4 := by nlinarith [sq_nonneg (t - p - (q - t))]
  have k' := mul_le_mul_of_nonneg_left k ((hM t ht).1.trans (hM t ht).2)
  constructor <;> linarith
```

## (c) A parabola that reaches the pointwise bound

**Task.** For $V=Mt^2/2$ on a single element from $0$ to $h$, show that the interpolant is $P(t)=Mht/2$ and that

$$P(h/2)-V(h/2)=\frac{Mh^2}{8}.$$

**Solution.** The chord satisfies $hP(t)=(h-t)\cdot0+t\cdot Mh^2/2$, so $P(t)=Mht/2$. At the midpoint the difference is $Mh^2/4-Mh^2/8=Mh^2/8$.

The constant $1/8$ in (b) is therefore the best possible at a point. This says nothing about whether an energy shift can reach the same size. In Lean the nodes are `i * h`, and both claims reduce to algebra closed by `ring`.

```lean
/-- For `V = M t² / 2` on one element from `0` to `h`, the interpolant is `M h t / 2`, and its
error at the midpoint is exactly `M h² / 8`. -/
theorem element_error_sharp (M h : ℝ) :
    IsInterpolant (fun i => i * h) 1 (fun t => M / 2 * t ^ 2) (fun t => M * h / 2 * t) ∧
      M * h / 2 * (h / 2) - M / 2 * (h / 2) ^ 2 = M * h ^ 2 / 8 := by
  refine ⟨?_, by ring⟩
  intro i hi t _
  obtain rfl : i = 0 := by omega
  simp only [zero_add, Nat.cast_zero, Nat.cast_one]
  ring
```

## (d) Bounded slopes

**Task.** Show that for every $v$ in `piecewiseLinear` there is a constant $L$ with

$$|v(s)-v(t)|\le L|s-t|\quad\text{for all }s,t.$$

**Solution.** For $1$ take $L=0$, and for $t$ take $L=1$. For $|t-y|$ the reverse triangle inequality gives $L=1$. Constants add when functions are added, and are multiplied by $|r|$ when a function is multiplied by $r$. A finite combination therefore has a finite $L$.

`Submodule.span_induction` runs through these cases, with a separate one for the zero function.

```lean
/-- Continuous piecewise-linear functions with finitely many kinks are Lipschitz. -/
theorem piecewiseLinear_lipschitz {v : ℝ → ℝ} (hv : v ∈ piecewiseLinear) :
    ∃ L, LipschitzWith L v := by
  unfold piecewiseLinear at hv
  induction hv using Submodule.span_induction with
  | mem v h =>
    rcases h with (rfl | rfl) | ⟨y, rfl⟩
    · exact ⟨0, LipschitzWith.const _⟩
    · exact ⟨1, LipschitzWith.id⟩
    · refine ⟨1, LipschitzWith.of_dist_le_mul fun s t => ?_⟩
      simpa [Real.dist_eq] using abs_norm_sub_norm_le (s - y) (t - y)
  | zero => exact ⟨0, LipschitzWith.const (0 : ℝ)⟩
  | add v w _ _ hv hw =>
    obtain ⟨L, hL⟩ := hv
    obtain ⟨K, hK⟩ := hw
    exact ⟨_, hL.add hK⟩
  | smul r v _ hv =>
    obtain ⟨L, hL⟩ := hv
    exact ⟨_, (lipschitzWith_smul r).comp hL⟩
```

## (e) Comparing two potentials for one trial function

**Task.** Let $F$ and $G$ be continuous on $[a,b]$, $a<b$, with $F+c\le G$ there for a real constant $c$ of either sign. Let $v$ be Lipschitz and not identically zero on $[a,b]$. Show that

$$R_F[v]+c\le R_G[v].$$

**Solution.** The squared norm $n=\int_a^b v^2\,dt$ is positive, because $v^2$ is continuous, nonnegative and somewhere positive. Integrating $(F+c)v^2\le Gv^2$ gives

$$\int_a^b Fv^2\,dt+cn\le\int_a^b Gv^2\,dt.$$

The kinetic energy $\int_a^b v'^2/2\,dt$ is finite because $|v'|\le L$. Add it to both sides and divide by $n$.

These steps are `hn` for the squared norm, `key` for the integrated inequality and `iK` for the kinetic term.

```lean
/-- If one continuous potential exceeds another by at least `c` on `[a, b]`, so do the Rayleigh
quotients of any Lipschitz trial function that does not vanish identically there. -/
theorem rayleigh_add_le {a b c : ℝ} {F G v : ℝ → ℝ} (hab : a < b)
    (hF : ContinuousOn F (Icc a b)) (hG : ContinuousOn G (Icc a b))
    (hFG : ∀ t ∈ Icc a b, F t + c ≤ G t) (hv : ∃ L, LipschitzWith L v)
    (hne : ∃ t ∈ Icc a b, v t ≠ 0) : rayleigh a b F v + c ≤ rayleigh a b G v := by
  obtain ⟨L, hL⟩ := hv
  obtain ⟨s, hs, hs0⟩ := hne
  have hc : Continuous fun t => v t ^ 2 := hL.continuous.pow 2
  have hn : 0 < ∫ t in a..b, v t ^ 2 :=
    intervalIntegral.integral_pos hab hc.continuousOn (fun t _ => sq_nonneg (v t))
      ⟨s, hs, by positivity⟩
  -- the kinetic energy density is bounded, hence integrable
  have iK : IntervalIntegrable (fun t => (deriv v t) ^ 2 / 2) volume a b := by
    refine ((continuous_const (y := (L : ℝ) ^ 2)).intervalIntegrable a b).mono_fun
      (((measurable_deriv v).pow_const 2).div_const 2).aestronglyMeasurable
      (Filter.Eventually.of_forall fun t => ?_)
    have hd := pow_le_pow_left₀ (norm_nonneg _) (norm_deriv_le_of_lipschitz hL (x₀ := t)) 2
    rw [Real.norm_eq_abs, sq_abs] at hd
    simp only [Real.norm_eq_abs]
    rw [abs_of_nonneg (by positivity), abs_of_nonneg (by positivity)]
    linarith [sq_nonneg (deriv v t)]
  have iV : ∀ U : ℝ → ℝ, ContinuousOn U (Icc a b) →
      IntervalIntegrable (fun t => U t * v t ^ 2) volume a b := fun U hU =>
    (hU.mul hc.continuousOn).intervalIntegrable_of_Icc hab.le
  have ic := iV (fun _ => c) continuousOn_const
  have key : ∫ t in a..b, (F t * v t ^ 2 + c * v t ^ 2) ≤ ∫ t in a..b, G t * v t ^ 2 :=
    intervalIntegral.integral_mono_on hab.le ((iV F hF).add ic) (iV G hG) fun t ht => by
      linarith [mul_le_mul_of_nonneg_right (hFG t ht) (sq_nonneg (v t))]
  rw [intervalIntegral.integral_add (iV F hF) ic, intervalIntegral.integral_const_mul] at key
  unfold rayleigh
  rw [div_add' _ _ _ hn.ne', div_le_div_iff_of_pos_right hn,
    intervalIntegral.integral_add iK (iV F hF), intervalIntegral.integral_add iK (iV G hG)]
  linarith
```

## (f) Comparing the infima

**Task.** With $F$, $G$ and $c$ as in (e), let $S$ be a set of Lipschitz functions, at least one of which does not vanish identically on $[a,b]$. Show that

$$E_F(S)+c\le E_G(S).$$

**Solution.** A continuous $F$ satisfies $F\ge-C$ on $[a,b]$ for some $C$, and the kinetic energy is nonnegative, so $R_F[v]\ge-C$ and the infimum is finite. For each admissible $v$,

$$E_F(S)+c\le R_F[v]+c\le R_G[v].$$

The left side is a lower bound for all the $R_G[v]$, hence at most their infimum.

The code obtains the bound `bdd` by applying (e) to the zero potential with shift $-C$. The two properties of the infimum are `csInf_le` and `le_csInf`.

```lean
/-- If one continuous potential exceeds another by at least `c` on `[a, b]`, so do the lowest
Rayleigh quotients over any set of Lipschitz trial functions not all vanishing there. -/
theorem lowest_add_le {a b c : ℝ} {F G : ℝ → ℝ} {S : Set (ℝ → ℝ)} (hab : a < b)
    (hF : ContinuousOn F (Icc a b)) (hG : ContinuousOn G (Icc a b))
    (hFG : ∀ t ∈ Icc a b, F t + c ≤ G t) (hS : ∀ v ∈ S, ∃ L, LipschitzWith L v)
    (hne : ∃ v ∈ S, ∃ t ∈ Icc a b, v t ≠ 0) : lowest a b F S + c ≤ lowest a b G S := by
  -- the quotients are bounded below because the potential is
  have bdd : BddBelow (rayleigh a b F '' {v | v ∈ S ∧ ∃ t ∈ Icc a b, v t ≠ 0}) := by
    obtain ⟨C, hC⟩ := isCompact_Icc.exists_bound_of_continuousOn hF
    refine ⟨-C, ?_⟩
    rintro _ ⟨v, ⟨hv, hv0⟩, rfl⟩
    have h1 := rayleigh_add_le (F := fun _ => 0) (c := -C) hab continuousOn_const hF
      (fun t ht => by
        have := (abs_le.1 (hC t ht)).1
        linarith) (hS v hv) hv0
    have h0 : 0 ≤ rayleigh a b (fun _ => 0) v := by
      unfold rayleigh
      refine div_nonneg (intervalIntegral.integral_nonneg hab.le fun t _ => ?_)
        (intervalIntegral.integral_nonneg hab.le fun t _ => sq_nonneg (v t))
      linarith [sq_nonneg (deriv v t)]
    linarith
  obtain ⟨w, hw⟩ := hne
  refine le_csInf ⟨_, w, hw, rfl⟩ ?_
  rintro _ ⟨v, hv, rfl⟩
  have h1 : lowest a b F S ≤ rayleigh a b F v := csInf_le bdd ⟨v, hv, rfl⟩
  linarith [rayleigh_add_le hab hF hG hFG (hS v hv.1) hv.2]
```

## (g) The shift of the lowest Rayleigh quotient

**Task.** Let $0\le V''\le M$ on $[a,b]$, and let all spacings be at most $h$. Let $W$ be a linear space of continuous piecewise-linear functions, not all vanishing on $[a,b]$. Show that

$$0\le E_P(W)-E_V(W)\le\frac{Mh^2}{8}.$$

**Solution.** Each $t\in[a,b]$ lies in some element $[x_k,x_{k+1}]$ with $k<N$. Part (b) and $x_{k+1}-x_k\le h$ give $0\le P(t)-V(t)\le Mh^2/8$. Now use (f) twice, which (d) permits:

- $V\le P$ with $c=0$ gives $E_V(W)\le E_P(W)$.
- $P-Mh^2/8\le V$ with $c=-Mh^2/8$ gives $E_P(W)-Mh^2/8\le E_V(W)$.

In Lean, `find` locates the element by induction, `err` is the pointwise bound, and `lower` and `upper` are the two uses of (f). The mesh is a strictly increasing sequence `x` of which only the nodes up to `x N` matter. Continuity of $P$ is a hypothesis, `hPc`, although it also follows from the chord formula. $W$ may have any positive dimension, finite or infinite, and boundary conditions such as $v(a)=v(b)=0$ can be built into it.

For one particle in one dimension with a convex potential, this separates the error of interpolating the potential from the error of the basis. It compares two energies in the same space and does not estimate how far either lies from the ground-state energy of the differential equation.

In a calculation with hat functions on the sampling mesh, an element of length $\ell$ with end values $V_p$ and $V_q$ contributes the potential matrix

$$\frac{\ell}{12}\begin{pmatrix}3V_p+V_q&V_p+V_q\\V_p+V_q&V_p+3V_q\end{pmatrix}.$$

These entries are the integrals of $P$ against products of hat functions, so only nodal values of $V$ are needed. Let $A$ be the sum of the assembled kinetic and potential matrices, and let $B$ be the overlap matrix, whose entries are the integrals of products of two hat functions over $[a,b]$. With $W$ the span of the hat functions, the lowest eigenvalue $\lambda$ of $Au=\lambda Bu$ is $E_P(W)$. For $V=t^2/2$ and $h=0.1$, it exceeds $E_V(W)$ by at most $0.00125$.

```lean
/-- Let `0 ≤ V'' ≤ M` on a meshed interval with spacings at most `h`, and let `P` be the
continuous piecewise-linear interpolant of `V`. On any space of continuous piecewise-linear
functions not all vanishing on the interval, replacing `V` by `P` raises the lowest Rayleigh
quotient by between `0` and `M h² / 8`. -/
theorem lowest_rayleigh_shift {h M : ℝ} {V V' V'' P : ℝ → ℝ} {x : ℕ → ℝ} {N : ℕ}
    (hN : 0 < N) (hx : StrictMono x) (hh : ∀ i < N, x (i + 1) - x i ≤ h)
    (h1 : ∀ t ∈ Icc (x 0) (x N), HasDerivWithinAt V (V' t) (Icc (x 0) (x N)) t)
    (h2 : ∀ t ∈ Icc (x 0) (x N), HasDerivWithinAt V' (V'' t) (Icc (x 0) (x N)) t)
    (hM : ∀ t ∈ Icc (x 0) (x N), 0 ≤ V'' t ∧ V'' t ≤ M)
    (hP : IsInterpolant x N V P) (hPc : ContinuousOn P (Icc (x 0) (x N)))
    (W : Submodule ℝ (ℝ → ℝ)) (hW : W ≤ piecewiseLinear)
    (hne : ∃ v ∈ W, ∃ t ∈ Icc (x 0) (x N), v t ≠ 0) :
    0 ≤ lowest (x 0) (x N) P W - lowest (x 0) (x N) V W ∧
      lowest (x 0) (x N) P W - lowest (x 0) (x N) V W ≤ M * h ^ 2 / 8 := by
  have err : ∀ t ∈ Icc (x 0) (x N), 0 ≤ P t - V t ∧ P t - V t ≤ M * h ^ 2 / 8 := by
    intro t ht
    -- find the element that contains `t`
    have find : ∀ n, t ≤ x (n + 1) → ∃ k ≤ n, t ∈ Icc (x k) (x (k + 1)) := by
      intro n
      induction n with
      | zero => exact fun hn => ⟨0, le_rfl, ht.1, hn⟩
      | succ n ih =>
        intro hn
        by_cases hc : t ≤ x (n + 1)
        · obtain ⟨k, hk, hk'⟩ := ih hc
          exact ⟨k, by omega, hk'⟩
        · exact ⟨n + 1, le_rfl, (not_le.1 hc).le, hn⟩
    obtain ⟨k, hk, htk⟩ := find (N - 1) (by rw [Nat.sub_add_cancel hN]; exact ht.2)
    have hkN : k < N := by omega
    have sub : Icc (x k) (x (k + 1)) ⊆ Icc (x 0) (x N) :=
      Icc_subset_Icc (hx.monotone (Nat.zero_le k)) (hx.monotone hkN)
    have hpq : x k < x (k + 1) := hx (Nat.lt_succ_self k)
    have e := element_error hpq htk (fun s hs => (h1 s (sub hs)).mono sub)
      (fun s hs => (h2 s (sub hs)).mono sub) (fun s hs => hM s (sub hs)) (hP k hkN t htk)
    have l := mul_le_mul_of_nonneg_left
      (pow_le_pow_left₀ (sub_pos.2 hpq).le (hh k hkN) 2) ((hM t ht).1.trans (hM t ht).2)
    exact ⟨e.1, by linarith [e.2]⟩
  have hV : ContinuousOn V (Icc (x 0) (x N)) := fun t ht => (h1 t ht).continuousWithinAt
  have hS : ∀ v ∈ (W : Set (ℝ → ℝ)), ∃ L, LipschitzWith L v := fun v hv =>
    piecewiseLinear_lipschitz (hW hv)
  have lower := lowest_add_le (c := 0) (hx hN) hV hPc
    (fun t ht => by linarith [(err t ht).1]) hS hne
  have upper := lowest_add_le (c := -(M * h ^ 2 / 8)) (hx hN) hPc hV
    (fun t ht => by linarith [(err t ht).2]) hS hne
  constructor <;> linarith

end

end InterpolatedPotential
```

```lean
#print axioms InterpolatedPotential.element_error_sharp
-- 'InterpolatedPotential.element_error_sharp' depends on axioms: [propext, Classical.choice, Quot.sound]
#print axioms InterpolatedPotential.lowest_rayleigh_shift
-- 'InterpolatedPotential.lowest_rayleigh_shift' depends on axioms: [propext, Classical.choice, Quot.sound]
```
